# Products of Antisymmetric Spinor Pairs Are Three-Spin Singlets

The states of three spins are modelled here as complex polynomials in their spinor components, so that the angular momentum operators become first-order differential operators and a spin need not be fixed in advance. In this model van der Waerden's product of powers of antisymmetric pairs is nonzero and has total angular momentum zero, whatever the three exponents are.

```lean
import Mathlib

open MvPolynomial

namespace ThreeSpinSinglet

noncomputable section

/-- Polynomial states of three spins: the variable `(i, 0)` is the up component and `(i, 1)` the
down component of the spinor of spin `i`. -/
abbrev States := MvPolynomial (Fin 3 × Fin 2) ℂ

/-- The up component of spinor `i`. -/
def x (i : Fin 3) : States := X (i, 0)

/-- The down component of spinor `i`. -/
def y (i : Fin 3) : States := X (i, 1)

/-- The total raising operator, the sum of `xᵢ ∂/∂yᵢ` over the three spins. -/
def Jplus : Derivation ℂ States States :=
  x 0 • pderiv (0, 1) + x 1 • pderiv (1, 1) + x 2 • pderiv (2, 1)

/-- The total lowering operator, the sum of `yᵢ ∂/∂xᵢ` over the three spins. -/
def Jminus : Derivation ℂ States States :=
  y 0 • pderiv (0, 0) + y 1 • pderiv (1, 0) + y 2 • pderiv (2, 0)

/-- Twice the total `z` component, the sum of `xᵢ ∂/∂xᵢ - yᵢ ∂/∂yᵢ` over the three spins. -/
def twoJz : Derivation ℂ States States :=
  (x 0 • pderiv (0, 0) - y 0 • pderiv (0, 1)) + (x 1 • pderiv (1, 0) - y 1 • pderiv (1, 1))
    + (x 2 • pderiv (2, 0) - y 2 • pderiv (2, 1))

/-- The Euler operator `xᵢ ∂/∂xᵢ + yᵢ ∂/∂yᵢ` of spin `i`; its eigenvalue is twice the spin. -/
def twoSpin (i : Fin 3) : Derivation ℂ States States :=
  x i • pderiv (i, 0) + y i • pderiv (i, 1)

/-- The antisymmetric pair `xᵢ yⱼ - xⱼ yᵢ` of spinors `i` and `j`. -/
def bracket (i j : Fin 3) : States := x i * y j - x j * y i

/-- Van der Waerden's product of powers of the three antisymmetric pairs. -/
def singlet (a b c : ℕ) : States := bracket 0 1 ^ a * bracket 1 2 ^ b * bracket 2 0 ^ c

/-- The total raising, lowering and `z` operators all annihilate an antisymmetric pair. -/
theorem bracket_annihilated (i j : Fin 3) :
    Jplus (bracket i j) = 0 ∧ Jminus (bracket i j) = 0 ∧ twoJz (bracket i j) = 0 := by
  -- action of the three operators on the spinor components
  have px : ∀ k, Jplus (x k) = 0 := by
    intro k; fin_cases k <;> simp [Jplus, x, pderiv_X]
  have py : ∀ k, Jplus (y k) = x k := by
    intro k; fin_cases k <;> simp [Jplus, x, y, pderiv_X]
  have mx : ∀ k, Jminus (x k) = y k := by
    intro k; fin_cases k <;> simp [Jminus, x, y, pderiv_X]
  have my : ∀ k, Jminus (y k) = 0 := by
    intro k; fin_cases k <;> simp [Jminus, y, pderiv_X]
  have zx : ∀ k, twoJz (x k) = x k := by
    intro k; fin_cases k <;> simp [twoJz, x, y, pderiv_X]
  have zy : ∀ k, twoJz (y k) = -y k := by
    intro k; fin_cases k <;> simp [twoJz, x, y, pderiv_X]
  -- the Leibniz rule produces terms that cancel
  refine ⟨?_, ?_, ?_⟩
  · simp only [bracket, map_sub, Derivation.leibniz, px, py, smul_eq_mul]
    ring
  · simp only [bracket, map_sub, Derivation.leibniz, mx, my, smul_eq_mul]
    ring
  · simp only [bracket, map_sub, Derivation.leibniz, zx, zy, smul_eq_mul]
    ring

/-- The Euler operator of spin `i` counts how often `i` occurs in an antisymmetric pair. -/
theorem twoSpin_bracket (i j k : Fin 3) :
    twoSpin i (bracket j k) =
      ((if i = j then 1 else 0) + (if i = k then 1 else 0)) * bracket j k := by
  have hx : ∀ l, twoSpin i (x l) = (if i = l then 1 else 0) * x l := by
    intro l
    by_cases h : i = l
    · subst h
      simp [twoSpin, x, y, pderiv_X, Pi.single_apply]
    · simp [twoSpin, x, y, pderiv_X, Pi.single_apply, h, Ne.symm h]
  have hy : ∀ l, twoSpin i (y l) = (if i = l then 1 else 0) * y l := by
    intro l
    by_cases h : i = l
    · subst h
      simp [twoSpin, x, y, pderiv_X, Pi.single_apply]
    · simp [twoSpin, x, y, pderiv_X, Pi.single_apply, h, Ne.symm h]
  simp only [bracket, map_sub, Derivation.leibniz, hx, hy, smul_eq_mul]
  ring

/-- If a derivation multiplies `u`, `v`, `w` by `p`, `q`, `r`, it multiplies `u ^ a * v ^ b * w ^ c`
by `a p + b q + c r`. -/
theorem derivation_powers (D : Derivation ℂ States States) {u v w p q r : States}
    (hu : D u = p * u) (hv : D v = q * v) (hw : D w = r * w) (a b c : ℕ) :
    D (u ^ a * v ^ b * w ^ c) = (a * p + b * q + c * r) * (u ^ a * v ^ b * w ^ c) := by
  have key : ∀ (f s : States), D f = s * f → ∀ n : ℕ, D (f ^ n) = n * s * f ^ n := by
    intro f s h n
    induction n with
    | zero => simp
    | succ n ih =>
      rw [pow_succ, D.leibniz, ih, h]
      simp only [smul_eq_mul]
      push_cast
      ring
  rw [D.leibniz, D.leibniz, key u p hu, key v q hv, key w r hw]
  simp only [smul_eq_mul]
  ring

/-- The antisymmetric pair of two different spins is a nonzero state. -/
theorem bracket_ne_zero {i j : Fin 3} (hij : i ≠ j) : bracket i j ≠ 0 := by
  intro h
  -- evaluate with spinor `i` up and spinor `j` down
  have h1 := congrArg
    (eval (fun p : Fin 3 × Fin 2 => if p = (i, 0) ∨ p = (j, 1) then (1 : ℂ) else 0)) h
  simp [bracket, x, y, hij, hij.symm] at h1

/-- Van der Waerden's three-spin singlet: for all exponents the product of powers of antisymmetric
pairs is nonzero and annihilated by the total raising, lowering and `z` operators. -/
theorem singlet_main (a b c : ℕ) :
    singlet a b c ≠ 0 ∧ Jplus (singlet a b c) = 0 ∧ Jminus (singlet a b c) = 0 ∧
      twoJz (singlet a b c) = 0 := by
  -- a derivation that kills every pair kills the product
  have kill : ∀ D : Derivation ℂ States States, (∀ i j, D (bracket i j) = 0) →
      D (singlet a b c) = 0 := by
    intro D h
    have h0 : ∀ i j, D (bracket i j) = 0 * bracket i j := by
      intro i j
      rw [h, zero_mul]
    rw [singlet, derivation_powers D (h0 0 1) (h0 1 2) (h0 2 0)]
    ring
  refine ⟨?_, kill _ fun i j => (bracket_annihilated i j).1,
    kill _ fun i j => (bracket_annihilated i j).2.1,
    kill _ fun i j => (bracket_annihilated i j).2.2⟩
  exact mul_ne_zero (mul_ne_zero (pow_ne_zero _ (bracket_ne_zero (by decide)))
    (pow_ne_zero _ (bracket_ne_zero (by decide)))) (pow_ne_zero _ (bracket_ne_zero (by decide)))

/-- The three Euler operators have the eigenvalues `a + c`, `a + b` and `b + c` on the product with
exponents `a`, `b`, `c`. -/
theorem singlet_spins (a b c : ℕ) :
    twoSpin 0 (singlet a b c) = (a + c) • singlet a b c ∧
    twoSpin 1 (singlet a b c) = (a + b) • singlet a b c ∧
    twoSpin 2 (singlet a b c) = (b + c) • singlet a b c := by
  have h := fun i => derivation_powers (twoSpin i) (twoSpin_bracket i 0 1)
    (twoSpin_bracket i 1 2) (twoSpin_bracket i 2 0) a b c
  refine ⟨?_, ?_, ?_⟩ <;>
  · rw [singlet, h, nsmul_eq_mul]
    congr 1
    simp

/-- If twice the spins, `n₀`, `n₁`, `n₂`, satisfy the triangle inequalities and have an even sum,
then three such spins possess a nonzero state of vanishing total angular momentum. -/
theorem exists_singlet_of_triangle (n₀ n₁ n₂ : ℕ) (h₀ : n₀ ≤ n₁ + n₂) (h₁ : n₁ ≤ n₂ + n₀)
    (h₂ : n₂ ≤ n₀ + n₁) (heven : Even (n₀ + n₁ + n₂)) :
    ∃ ψ : States, ψ ≠ 0 ∧ (Jplus ψ = 0 ∧ Jminus ψ = 0 ∧ twoJz ψ = 0) ∧
      twoSpin 0 ψ = n₀ • ψ ∧ twoSpin 1 ψ = n₁ • ψ ∧ twoSpin 2 ψ = n₂ • ψ := by
  obtain ⟨s, hs⟩ := heven
  -- each exponent is half the sum of `n₀`, `n₁`, `n₂` minus the one belonging to the spin left out
  obtain ⟨e₀, e₁, e₂⟩ := singlet_spins (s - n₂) (s - n₀) (s - n₁)
  rw [show s - n₂ + (s - n₁) = n₀ by omega] at e₀
  rw [show s - n₂ + (s - n₀) = n₁ by omega] at e₁
  rw [show s - n₀ + (s - n₁) = n₂ by omega] at e₂
  have hm := singlet_main (s - n₂) (s - n₀) (s - n₁)
  exact ⟨_, hm.1, hm.2, e₀, e₁, e₂⟩

/-- The substitution that applies one matrix `g` to the spinors of all three spins. -/
def transform (g : Matrix (Fin 2) (Fin 2) ℂ) : States →ₐ[ℂ] States :=
  aeval fun p => C (g p.2 0) * x p.1 + C (g p.2 1) * y p.1

/-- A common linear transformation `g` of the three spinors multiplies the product of antisymmetric
pairs by the power `a + b + c` of the determinant of `g`. -/
theorem transform_singlet (g : Matrix (Fin 2) (Fin 2) ℂ) (a b c : ℕ) :
    transform g (singlet a b c) = C g.det ^ (a + b + c) * singlet a b c := by
  have h : ∀ i j, transform g (bracket i j) = C g.det * bracket i j := by
    intro i j
    simp only [transform, bracket, x, y, map_sub, map_mul, aeval_X, Matrix.det_fin_two]
    ring
  simp only [singlet, map_mul, map_pow, h]
  ring

end

end ThreeSpinSinglet
```

```lean
#print axioms ThreeSpinSinglet.singlet_main
-- 'ThreeSpinSinglet.singlet_main' depends on axioms: [propext, Classical.choice, Quot.sound]
#print axioms ThreeSpinSinglet.exists_singlet_of_triangle
-- 'ThreeSpinSinglet.exists_singlet_of_triangle' depends on axioms: [propext, Classical.choice, Quot.sound]
#print axioms ThreeSpinSinglet.transform_singlet
-- 'ThreeSpinSinglet.transform_singlet' depends on axioms: [propext, Classical.choice, Quot.sound]
```

## States and operators as polynomials and derivations

The spins are numbered 0, 1, 2. Spin $i$ has an up component $x_i$ and a down component $y_i$, which are the variables `(i, 0)` and `(i, 1)` of the polynomial ring `States`. With $\hbar = 1$, the normalised state of a single spin $j$ with magnetic quantum number $m$ corresponds to

$$|j,m\rangle \;\leftrightarrow\; \frac{x^{\,j+m}\,y^{\,j-m}}{\sqrt{(j+m)!\,(j-m)!}} .$$

A polynomial that is homogeneous of degree $2j$ in the two components of one spin therefore describes a spin $j$. A general element of `States` may superpose different spins.

The total operators are

$$J_+=\sum_i x_i\frac{\partial}{\partial y_i},\qquad J_-=\sum_i y_i\frac{\partial}{\partial x_i},\qquad 2J_z=\sum_i\left(x_i\frac{\partial}{\partial x_i}-y_i\frac{\partial}{\partial y_i}\right).$$

In Lean they are `Jplus`, `Jminus` and `twoJz`. Their type, `Derivation ℂ States States`, says that they are complex-linear and obey the Leibniz rule. On the normalised monomials above, $x\,\partial/\partial y$ gives the usual factor $\sqrt{(j-m)(j+m+1)}$, so these are the standard ladder operators. The factor 2 in `twoJz` avoids fractions.

The Euler operator `twoSpin i`, written $N_i = x_i\,\partial/\partial x_i + y_i\,\partial/\partial y_i$, measures the degree in the components of spin $i$, and its eigenvalue is $2j_i$.

The antisymmetric pair `bracket i j` is $d_{ij}=x_iy_j-x_jy_i$, and the state in question is

$$\psi_{abc}=d_{01}^{\,a}\,d_{12}^{\,b}\,d_{20}^{\,c}.$$

## What the theorems say

`singlet_main` states that for all natural numbers $a,b,c$ the polynomial $\psi_{abc}$ is nonzero and is annihilated by $J_+$, $J_-$ and $2J_z$. Since $J_x$ and $J_y$ are linear combinations of $J_+$ and $J_-$, every component of the total angular momentum vanishes on it.

`singlet_spins` identifies the spins being coupled:

$$2j_0=a+c,\qquad 2j_1=a+b,\qquad 2j_2=b+c .$$

`exists_singlet_of_triangle` reads this backwards. Let $n_i=2j_i$ be given. If each $n_i$ is at most the sum of the other two, and $n_0+n_1+n_2$ is even, then there is a nonzero singlet with exactly these spins. The hypotheses are the familiar triangle rule $|j_0-j_1|\le j_2\le j_0+j_1$, together with the requirement that $j_0+j_1+j_2$ be an integer. The theorem shows that they suffice; it makes no statement about their necessity or about the uniqueness of the singlet.

`transform_singlet` concerns finite transformations. If one $2\times2$ matrix $g$ acts on all three spinors, $\psi_{abc}$ is multiplied by $(\det g)^{a+b+c}$. A spin rotation has $\det g=1$ and leaves the state unchanged.

The model contains no spatial degrees of freedom and no Hamiltonian. The Wigner $3j$ symbols for the spins $j_0,j_1,j_2$ are proportional to the coefficients of $\psi_{abc}$ in the normalised monomials. The file defines no inner product, and $\psi_{abc}$ is not normalised.

## The smallest cases

For $a=b=c=0$ the state is the constant polynomial 1, which describes three spins of size zero. For $a=1$, $b=c=0$ it is $x_0y_1-x_1y_0$: spins 0 and 1 are spins one-half and spin 2 has size zero. After normalisation this is the two-electron spin singlet

$$\frac{1}{\sqrt2}\bigl(|{\uparrow\downarrow}\rangle-|{\downarrow\uparrow}\rangle\bigr).$$

## Why the total angular momentum vanishes

The operators act on the components by

$$J_+x_k=0,\quad J_+y_k=x_k,\quad J_-x_k=y_k,\quad J_-y_k=0,\quad 2J_z x_k=x_k,\quad 2J_z y_k=-y_k .$$

The Leibniz rule then gives, for a pair,

$$\begin{aligned}
J_+d_{ij}&=x_ix_j-x_jx_i=0,\\
J_-d_{ij}&=y_iy_j-y_jy_i=0,\\
2J_z d_{ij}&=(x_iy_j-x_iy_j)-(x_jy_i-x_jy_i)=0 .
\end{aligned}$$

This is `bracket_annihilated`. Its six auxiliary facts are the six actions above, checked for each of the three spins by `fin_cases` and `simp`. The Leibniz rule is then applied by rewriting, and `ring` performs the cancellations.

To pass to powers, suppose that a derivation $D$ satisfies $Du=pu$. Then $D(u^n)=n\,p\,u^n$. For $n=0$ both sides vanish, and the induction step is

$$D(u^{n+1})=u^n\,Du+u\,D(u^n)=(n+1)\,p\,u^{n+1}.$$

If also $Dv=qv$ and $Dw=rw$, the Leibniz rule for the product yields

$$D(u^av^bw^c)=(ap+bq+cr)\,u^av^bw^c .$$

`derivation_powers` proves this formula, with the induction in its local statement `key`. In `singlet_main` it is used with $p=q=r=0$: a derivation that annihilates every pair annihilates $\psi_{abc}$. The local statement `kill` expresses this once for all three operators.

## Why the state is nonzero

Let $i\neq j$. Set $x_i=1$ and $y_j=1$, and all other variables to zero. Then $d_{ij}$ takes the value 1, so it cannot be the zero polynomial. `bracket_ne_zero` carries out this evaluation, which amounts to putting spinor $i$ up and spinor $j$ down.

Polynomials over $\mathbb C$ have no zero divisors, so powers and products of nonzero polynomials are nonzero. The last lines of `singlet_main` combine these facts through `pow_ne_zero` and `mul_ne_zero`. A zero exponent contributes the factor 1.

## Counting the spins

Since $N_i$ multiplies $x_i$ and $y_i$ by 1 and annihilates the components of the other spins, it multiplies a pair by the number of times that $i$ occurs in it. This is `twoSpin_bracket`, where the two `if` expressions do the counting.

For $N_0$ the multipliers of $d_{01},d_{12},d_{20}$ are $1,0,1$, and the power formula gives $a+c$. For $N_1$ they are $1,1,0$, giving $a+b$; for $N_2$ they are $0,1,1$, giving $b+c$.

To obtain prescribed values $n_i$, write $n_0+n_1+n_2=2s$ and choose

$$a=s-n_2,\qquad b=s-n_0,\qquad c=s-n_1 .$$

Then $a+c=2s-n_1-n_2=n_0$, and the other two sums follow in the same way. The triangle inequalities give $n_i\le s$, so the exponents are natural numbers. In Lean, `omega` verifies this arithmetic.

## Finite transformations

The substitution `transform g` sends $x_i$ to $g_{00}x_i+g_{01}y_i$ and $y_i$ to $g_{10}x_i+g_{11}y_i$. In the transformed pair the terms with $x_ix_j$ and $y_iy_j$ cancel, which leaves

$$d_{ij}\;\mapsto\;(g_{00}g_{11}-g_{01}g_{10})\,d_{ij}=(\det g)\,d_{ij}.$$

The substitution respects products, so the $a+b+c$ pairs in $\psi_{abc}$ contribute one determinant each. The proof of `transform_singlet` follows these two steps and needs no assumption that $g$ is unitary or invertible.

## The same singlet in a tensor product

The state could also be modelled as a vector in the tensor product of three spaces of dimensions $2j_0+1$, $2j_1+1$ and $2j_2+1$, with spin matrices as operators. The spins would then be part of the type, the Euler operators would be unnecessary, and normalisation could be stated with the usual inner product. If the singlet were given there by its expansion coefficients, its annihilation by $J_\pm$ would become a set of recurrence relations among them, in place of the cancellation within each pair.
